# Steady diffusion through a one-dimensional periodic potential: $D_{\mathrm{eff}}=D/(AB)\le D$

Let $U:\mathbb R\to\mathbb R$ be a potential in units of $kT$, continuous and with period $L>0$, and let $D>0$ be a constant diffusion coefficient. In Lean these are `hU`, `hper`, `hL` and `hD`.

```lean
import Mathlib

open Real MeasureTheory

namespace PeriodicEffectiveDiffusion

noncomputable section
```

The mean of $f$ over the period starting at $a$ is $\langle f\rangle_a=\frac1L\int_a^{a+L}f(x)\,dx$.

```lean
/-- The mean of `f` over the period that starts at `a`. -/
def periodMean (L : ℝ) (f : ℝ → ℝ) (a : ℝ) : ℝ := (∫ x in a..a + L, f x) / L
```

Write $A=\langle e^{U}\rangle_0$,

```lean
/-- The period mean `A` of `exp U`. -/
def meanPlus (L : ℝ) (U : ℝ → ℝ) : ℝ := periodMean L (fun x => exp (U x)) 0
```

and $B=\langle e^{-U}\rangle_0$.

```lean
/-- The period mean `B` of `exp (-U)`. -/
def meanMinus (L : ℝ) (U : ℝ → ℝ) : ℝ := periodMean L (fun x => exp (-U x)) 0
```

A density $p$ carries the overdamped (Smoluchowski) flux $-De^{-U}(e^{U}p)'$.

```lean
/-- The Smoluchowski flux of the density `p` in the potential `U` (in units of kT). -/
def flux (D : ℝ) (U p : ℝ → ℝ) (x : ℝ) : ℝ :=
  -D * exp (-U x) * deriv (fun y => exp (U y) * p y) x
```

The effective coefficient is $D_{\mathrm{eff}}=D/(AB)$.

```lean
/-- The effective diffusion coefficient `D / (A B)`. -/
def Deff (D L : ℝ) (U : ℝ → ℝ) : ℝ := D / (meanPlus L U * meanMinus L U)
```

Part (l) uses the profile $-\frac JD e^{-U(x)}\int_0^x e^{U(y)}\,dy$.

```lean
/-- The function `-(J / D) * exp (-U x)` times the integral of `exp U` from 0 to `x`. -/
def profile (D J : ℝ) (U : ℝ → ℝ) (x : ℝ) : ℝ :=
  exp (-U x) * (-(J / D) * ∫ y in (0 : ℝ)..x, exp (U y))
```

Parts (f) to (h) assume that $e^Up$ is differentiable (`hp`) and that the flux equals $J$ at every $x$ (`hJ`), which is the steady state without sources. $U$ itself may have kinks. Nothing makes $p$ positive or normalised. For $J\neq0$ its period means change by the same amount each period and so become negative far out; physically, $p$ describes a concentration on a finite stretch.

## (a) Opposite Boltzmann factors cancel

Show that $e^{-u}e^{u}=1$. The exponents add to zero.

```lean
variable {D L J : ℝ} {U p : ℝ → ℝ}

lemma exp_neg_mul_exp (u : ℝ) : exp (-u) * exp u = 1 := by
  rw [← exp_add]; simp
```

## (b) The integral of $e^U$ over any period

Show that $\int_a^{a+L}e^{U}dx=LA$ for every $a$. By periodicity the integral equals the one from $0$ to $L$, which is $LA$ by definition.

```lean
/-- The integral of `exp U` over any period is `L A`. -/
lemma integral_plus (hL : 0 < L) (hper : Function.Periodic U L) (a : ℝ) :
    ∫ x in a..a + L, exp (U x) = L * meanPlus L U := by
  have h : Function.Periodic (fun x => exp (U x)) L := fun x => by simp only [hper x]
  rw [h.intervalIntegral_add_eq a 0]
  unfold meanPlus periodMean
  rw [mul_div_cancel₀ _ hL.ne']
```

## (c) The integral of $e^{-U}$ over any period

Show that $\int_a^{a+L}e^{-U}dx=LB$. Apply (b) to $-U$.

```lean
/-- The integral of `exp (-U)` over any period is `L B`. -/
lemma integral_minus (hL : 0 < L) (hper : Function.Periodic U L) (a : ℝ) :
    ∫ x in a..a + L, exp (-U x) = L * meanMinus L U :=
  integral_plus (U := fun x => -U x) hL (fun x => by simp only [hper x]) a
```

## (d) $A$ is positive

Show that $A>0$. A continuous positive function has a positive integral over an interval of length $L>0$.

```lean
lemma meanPlus_pos (hL : 0 < L) (hU : Continuous U) : 0 < meanPlus L U := by
  have hc : Continuous fun x => exp (U x) := by fun_prop
  exact div_pos (intervalIntegral.intervalIntegral_pos_of_pos
    (hc.intervalIntegrable _ _) (fun x => exp_pos _) (by linarith)) hL
```

## (e) $B$ is positive

Show that $B>0$. Apply (d) to $-U$.

```lean
lemma meanMinus_pos (hL : 0 < L) (hU : Continuous U) : 0 < meanMinus L U :=
  meanPlus_pos (U := fun x => -U x) hL hU.neg
```

## (f) The density change over one period

Show that $p(x+L)-p(x)=-\frac{JLA}{D}e^{-U(x)}$.

Put $q=e^Up$. Constant flux gives $q'=-\frac JD e^U$, and integration with (b) gives
$$q(x+L)-q(x)=-\frac{JLA}{D}.$$
Since $U(x+L)=U(x)$, the left side is $e^{U(x)}[p(x+L)-p(x)]$. Multiply by $e^{-U(x)}$.

In the proof, `hd` is the formula for $q'$, `h` is its integral, and the last `linear_combination` does the multiplication.

```lean
/-- At constant flux the density changes over one period by `-(J L A / D) exp (-U)`. -/
theorem density_step (hD : 0 < D) (hL : 0 < L) (hU : Continuous U)
    (hper : Function.Periodic U L) (hp : Differentiable ℝ fun y => exp (U y) * p y)
    (hJ : ∀ x, flux D U p x = J) (x : ℝ) :
    p (x + L) - p x = -(J * L * meanPlus L U / D) * exp (-U x) := by
  -- constant flux fixes the derivative of exp(U) p
  have hd : ∀ y, HasDerivAt (fun y => exp (U y) * p y) (-(J / D) * exp (U y)) y := by
    intro y
    refine (hp y).hasDerivAt.congr_deriv ?_
    have e := hJ y
    unfold flux at e
    have hq : J / D = -(exp (-U y) * deriv (fun y => exp (U y) * p y) y) := by
      rw [div_eq_iff hD.ne']
      linear_combination -e
    rw [hq]
    linear_combination
      (-deriv (fun y => exp (U y) * p y) y) * exp_neg_mul_exp (U y)
  have hc : Continuous fun y => -(J / D) * exp (U y) := by fun_prop
  -- integrate over one period
  have h := intervalIntegral.integral_eq_sub_of_hasDerivAt
    (fun y _ => hd y) (hc.intervalIntegrable x (x + L))
  rw [intervalIntegral.integral_const_mul, integral_plus hL hper, hper x] at h
  linear_combination (-exp (-U x)) * h - (p (x + L) - p x) * exp_neg_mul_exp (U x)
```

## (g) The change in the period mean

Show that $\langle p\rangle_{a+L}-\langle p\rangle_a=-JLAB/D$.

The function $p=e^{-U}q$ is continuous, hence integrable (`hpc`). Average (f) over $x\in[a,a+L]$. On the right, $e^{-U}$ averages to $B$ by (c). On the left, shifting the variable turns the average of $p(x+L)$ into $\langle p\rangle_{a+L}$.

```lean
/-- The means of the density over consecutive periods differ by `-J L A B / D`. -/
theorem periodMean_step (hD : 0 < D) (hL : 0 < L) (hU : Continuous U)
    (hper : Function.Periodic U L) (hp : Differentiable ℝ fun y => exp (U y) * p y)
    (hJ : ∀ x, flux D U p x = J) (a : ℝ) :
    periodMean L p (a + L) - periodMean L p a
      = -(J * L * meanPlus L U * meanMinus L U / D) := by
  have hpc : Continuous p := by
    have h : Continuous fun x => exp (-U x) * (exp (U x) * p x) :=
      (continuous_exp.comp hU.neg).mul hp.continuous
    refine h.congr fun x => ?_
    rw [← mul_assoc, exp_neg_mul_exp, one_mul]
  have hps : Continuous fun x => p (x + L) := by fun_prop
  have h1 : ∫ x in a..a + L, (p (x + L) - p x)
      = -(J * L * meanPlus L U / D) * (L * meanMinus L U) := by
    simp only [density_step hD hL hU hper hp hJ]
    rw [intervalIntegral.integral_const_mul, integral_minus hL hper]
  rw [intervalIntegral.integral_sub (hps.intervalIntegrable _ _)
    (hpc.intervalIntegrable _ _), intervalIntegral.integral_comp_add_right] at h1
  unfold periodMean
  rw [← sub_div, h1, div_eq_iff hL.ne']
  ring
```

## (h) Fick's law fixes the coefficient

For $J\ne0$, show that $J=-K(\langle p\rangle_{a+L}-\langle p\rangle_a)/L$ holds exactly when $K=D_{\mathrm{eff}}$.

By (g) the right side is $J\,KAB/D$ (`e` in the proof). Cancelling $J$ leaves $KAB=D$. At $J=0$ every $K$ would satisfy the law.

This is the Lifson–Jackson coefficient, obtained here from a steady flux. Defining it by the long-time growth of a particle's mean-square displacement would require a time-dependent model and a limit theorem.

```lean
/-- For nonzero flux, Fick's law between the means over consecutive periods holds with
coefficient `K` exactly when `K = D / (A B)`. -/
theorem effective_fick_law (hD : 0 < D) (hL : 0 < L) (hU : Continuous U)
    (hper : Function.Periodic U L) (hp : Differentiable ℝ fun y => exp (U y) * p y)
    (hJ : ∀ x, flux D U p x = J) (hJ0 : J ≠ 0) (a K : ℝ) :
    J = -K * ((periodMean L p (a + L) - periodMean L p a) / L) ↔ K = Deff D L U := by
  have hAB := mul_pos (meanPlus_pos hL hU) (meanMinus_pos hL hU)
  have e : -K * ((periodMean L p (a + L) - periodMean L p a) / L)
      = J * (K * (meanPlus L U * meanMinus L U) / D) := by
    rw [periodMean_step hD hL hU hper hp hJ]
    have := hL.ne'
    have := hD.ne'
    field_simp
  rw [e, Deff, eq_div_iff hAB.ne']
  constructor
  · intro h
    have h1 : K * (meanPlus L U * meanMinus L U) / D = 1 :=
      mul_left_cancel₀ hJ0 (by linarith)
    rwa [div_eq_one_iff_eq hD.ne'] at h1
  · intro h
    rw [h, div_self hD.ne', mul_one]
```

## (i) A weighted squared deviation from $A$

Show that $\int_a^{a+L}(e^U-A)^2e^{-U}dx=LA(AB-1)$.

The integrand expands to $e^U-2A+A^2e^{-U}$ (`pt`). By (b) and (c) its integral is $LA-2LA+LA^2B$.

```lean
/-- The integral of `(exp U - A) ^ 2 * exp (-U)` over any period is `L A (A B - 1)`. -/
theorem integral_variance (hL : 0 < L) (hU : Continuous U)
    (hper : Function.Periodic U L) (a : ℝ) :
    ∫ x in a..a + L, (exp (U x) - meanPlus L U) ^ 2 * exp (-U x)
      = L * meanPlus L U * (meanPlus L U * meanMinus L U - 1) := by
  have pt : ∀ x, (exp (U x) - meanPlus L U) ^ 2 * exp (-U x)
      = (exp (U x) - 2 * meanPlus L U) + meanPlus L U ^ 2 * exp (-U x) := fun x => by
    linear_combination (exp (U x) - 2 * meanPlus L U) * exp_neg_mul_exp (U x)
  have c1 : Continuous fun x => exp (U x) := by fun_prop
  have c2 : Continuous fun x => exp (U x) - 2 * meanPlus L U := by fun_prop
  have c3 : Continuous fun x => meanPlus L U ^ 2 * exp (-U x) := by fun_prop
  simp only [pt]
  rw [intervalIntegral.integral_add (c2.intervalIntegrable _ _) (c3.intervalIntegrable _ _),
    intervalIntegral.integral_sub (c1.intervalIntegrable _ _)
      (continuous_const.intervalIntegrable _ _),
    intervalIntegral.integral_const, intervalIntegral.integral_const_mul,
    integral_plus hL hper, integral_minus hL hper, smul_eq_mul]
  ring
```

## (j) $AB\ge1$, with equality only for constant $U$

The integral in (i) is non-negative and $LA>0$, so $AB\ge1$. If $AB=1$, the integral vanishes over every period. Were $e^{U(x)}\ne A$ at some $x$, continuity would make the integral over $[x,x+L]$ positive; hence $U=\ln A$ everywhere. Conversely, $U=c$ gives $AB=e^ce^{-c}=1$.

```lean
/-- `A B ≥ 1`, with equality exactly when the potential is constant. -/
theorem mean_product (hL : 0 < L) (hU : Continuous U) (hper : Function.Periodic U L) :
    1 ≤ meanPlus L U * meanMinus L U ∧
      (meanPlus L U * meanMinus L U = 1 ↔ ∃ c, ∀ x, U x = c) := by
  have hA := meanPlus_pos hL hU
  refine ⟨?_, fun h => ⟨log (meanPlus L U), fun x => ?_⟩, ?_⟩
  · have h0 : 0 ≤ ∫ x in (0 : ℝ)..0 + L, (exp (U x) - meanPlus L U) ^ 2 * exp (-U x) :=
      intervalIntegral.integral_nonneg (by linarith) fun x _ => by positivity
    rw [integral_variance hL hU hper] at h0
    linarith [nonneg_of_mul_nonneg_right h0 (mul_pos hL hA)]
  · -- a deviation at x would make the integral in (i) over [x, x + L] positive
    by_contra hne
    have hx : exp (U x) - meanPlus L U ≠ 0 := fun h0 =>
      hne (by rw [← sub_eq_zero.mp h0, log_exp])
    have hc : Continuous fun y => (exp (U y) - meanPlus L U) ^ 2 * exp (-U y) := by
      fun_prop
    have hpos := intervalIntegral.integral_pos (show x < x + L by linarith)
      hc.continuousOn (fun y _ => by positivity)
      ⟨x, ⟨le_refl x, by linarith⟩, by positivity⟩
    rw [integral_variance hL hU hper, h] at hpos
    simp at hpos
  · rintro ⟨c, hc⟩
    have h1 : meanPlus L U = exp c := by simp [meanPlus, periodMean, hc, hL.ne']
    have h2 : meanMinus L U = exp (-c) := by simp [meanMinus, periodMean, hc, hL.ne']
    rw [h1, h2, mul_comm, exp_neg_mul_exp]
```

## (k) The effective coefficient never exceeds $D$

Show that $D_{\mathrm{eff}}\le D$, with equality exactly for constant $U$. Divide $D$ by $AB\ge1$ and use (j).

For overdamped motion along a one-dimensional periodic free-energy profile with constant $D$, a simulation code can average $e^{U}$ and $e^{-U}$ over a uniform grid on one period and divide $D$ by the product. Energies must first be divided by $kT$. Subtracting a constant from $U$ leaves $AB$ unchanged and can prevent overflow.

```lean
/-- A periodic potential never raises the effective diffusion coefficient above `D`, and
leaves it equal to `D` exactly when the potential is constant. -/
theorem Deff_le (hD : 0 < D) (hL : 0 < L) (hU : Continuous U)
    (hper : Function.Periodic U L) :
    Deff D L U ≤ D ∧ (Deff D L U = D ↔ ∃ c, ∀ x, U x = c) := by
  obtain ⟨h1, h2⟩ := mean_product hL hU hper
  refine ⟨div_le_self hD.le h1, ?_⟩
  rw [← h2, Deff, div_eq_iff (by linarith)]
  constructor
  · intro h
    exact mul_left_cancel₀ hD.ne' (by linarith)
  · intro h
    rw [h, mul_one]
```

## (l) A density for every prescribed flux

Show that the profile defined above has flux $J$. Multiplying it by $e^U$ leaves $-\frac JD\int_0^xe^{U}dy$, whose derivative is $-\frac JDe^{U(x)}$. The flux is therefore $-De^{-U}\cdot(-\frac JD e^{U})=J$. Periodicity is not needed, so the assumptions `hp` and `hJ` of (f) to (h) can be met for every admissible $U$ and every $J$.

```lean
/-- In every continuous potential the explicit `profile` has constant flux `J`. -/
theorem profile_witness (hD : 0 < D) (hU : Continuous U) (J : ℝ) :
    (Differentiable ℝ fun y => exp (U y) * profile D J U y) ∧
      ∀ x, flux D U (profile D J U) x = J := by
  have hc : Continuous fun y => exp (U y) := by fun_prop
  have e : (fun y => exp (U y) * profile D J U y)
      = fun y => -(J / D) * ∫ z in (0 : ℝ)..y, exp (U z) := by
    funext y
    unfold profile
    rw [← mul_assoc, mul_comm (exp (U y)), exp_neg_mul_exp, one_mul]
  have hd : ∀ x, HasDerivAt (fun y => exp (U y) * profile D J U y)
      (-(J / D) * exp (U x)) x := fun x => by
    rw [e]
    exact (hc.integral_hasStrictDerivAt 0 x).hasDerivAt.const_mul _
  refine ⟨fun x => (hd x).differentiableAt, fun x => ?_⟩
  unfold flux
  rw [(hd x).deriv]
  have hq : D * (J / D) = J := mul_div_cancel₀ J hD.ne'
  linear_combination (D * (J / D)) * exp_neg_mul_exp (U x) + hq

end

end PeriodicEffectiveDiffusion
```

```lean
#print axioms PeriodicEffectiveDiffusion.effective_fick_law
-- 'PeriodicEffectiveDiffusion.effective_fick_law' depends on axioms: [propext, Classical.choice, Quot.sound]
#print axioms PeriodicEffectiveDiffusion.Deff_le
-- 'PeriodicEffectiveDiffusion.Deff_le' depends on axioms: [propext, Classical.choice, Quot.sound]
```
